# The penalty \(m\,uu^*\) expels the ground state exactly when \(m\) exceeds the gap

A "lowest eigenvector" can be defined through energy expectation values or through eigenvalues. We take the second reading: it is a nonzero eigenvector whose eigenvalue is at most every other eigenvalue of the same operator. For a Hermitian matrix the two readings agree. The definition by eigenvalues also makes sense on an infinite-dimensional space, but there it ignores any continuous spectrum.

Let \(H\) be Hermitian with simple lowest eigenvalue \(E_0\), unit eigenvector \(u\) and next eigenvalue \(E_1\), which may be degenerate. For real \(m\), put
\[
H_m = H + m\,uu^*, \qquad H_m x = Hx + m\langle u,x\rangle u ,
\]
with the inner product linear in its second argument. The claim is that all lowest eigenvectors of \(H_m\) are orthogonal to \(u\) if and only if \(m > E_1-E_0\).

Some variational searches for excited states add such a term to keep the minimisation from collapsing onto a ground state already found. For a minimisation over all unit vectors of a finite-dimensional space, the result gives the threshold when the penalised vector is the exact, non-degenerate ground vector. An approximate \(u\) or a restricted family of trial vectors is a different problem.

## From the overlap with \(u\) to the threshold

Since \(H\) is Hermitian, \(\langle u,Hx\rangle=\langle Hu,x\rangle=E_0\langle u,x\rangle\). With \(\langle u,u\rangle=1\) this gives
\[
\langle u,H_m x\rangle=(E_0+m)\langle u,x\rangle. \tag{1}
\]

Some eigenvectors of \(H_m\) are known at once. First, \(H_m u=(E_0+m)u\). Next, if \(Hw=E_1w\), then \(E_0\langle u,w\rangle=\langle Hu,w\rangle=\langle u,Hw\rangle=E_1\langle u,w\rangle\). As \(E_0\neq E_1\), \(w\) is orthogonal to \(u\), the penalty vanishes on it, and \(H_m w=E_1w\).

Now let \(H_m x=Fx\) with \(x\ne0\), and write \(c=\langle u,x\rangle\). Equation (1) gives \(Fc=(E_0+m)c\). The remainder \(r=x-cu\) is orthogonal to \(u\), and
\[
Hr=(Fx-mcu)-E_0cu=Fx-(E_0+m)cu=Fx-Fcu=Fr. \tag{2}
\]

A nonzero solution of \(Hy=Fy\) orthogonal to \(u\) must have \(F\ge E_1\). Otherwise \(F=E_0\), and simplicity gives \(y=au\) for some number \(a\); then \(a=\langle u,y\rangle=0\), so \(y=0\), a contradiction.

Every eigenvalue \(F\) of \(H_m\) is therefore restricted. If \(c\neq0\), then \(F=E_0+m\). If \(c=0\), then \(r=x\) and \(F\ge E_1\). Since both \(E_0+m\) and \(E_1\) occur, the lowest eigenvalue is \(\min(E_0+m,E_1)\), and there are three cases.

- For \(m>E_1-E_0\), the lowest eigenvalue is \(E_1<E_0+m\). A lowest eigenvector has \(c=0\), so by (2) it is an \(E_1\) eigenvector of \(H\). Conversely, each of these is lowest.
- For \(m<E_1-E_0\), the lowest eigenvalue is \(E_0+m<E_1\). A nonzero \(r\) would require \(E_0+m\ge E_1\), so \(r=0\) and \(x=cu\). Conversely, every nonzero multiple of \(u\) is lowest.
- For \(m=E_1-E_0\), the two levels coincide. By (2), \(x=cu+r\) with \(Hr=E_1r\), and every nonzero vector of this form is lowest.

In the first case all lowest eigenvectors are orthogonal to \(u\). In the other two \(u\) itself is lowest, and \(\langle u,u\rangle=1\). At equality some lowest eigenvectors are orthogonal to \(u\) but not all, which is why the inequality is strict.

## The spectral data and the penalised operator in Lean

The state space `V` is a complex inner product space of any dimension, and `H` is a linear map defined on all of it.

```lean
import Mathlib

namespace PenaltyCollapse

noncomputable section

variable {V : Type*} [NormedAddCommGroup V] [InnerProductSpace ℂ V]
```

The assumptions on the spectrum are collected in one structure. `H.IsSymmetric` says \(\langle Hx,y\rangle=\langle x,Hy\rangle\). The field `simple` states that \(E_0\) is non-degenerate, `excited` that \(E_1\) is attained, and `next` that no eigenvalue other than \(E_0\) lies below \(E_1\). For a Hermitian matrix of size at least two with simple lowest eigenvalue, such an \(E_1\) always exists. In infinite dimension its existence is a real assumption, since eigenvalues might accumulate at \(E_0\) from above.

```lean
/-- The Hermitian operator `H` has the simple lowest eigenvalue `E0` with normalised
eigenvector `u`, and its next eigenvalue is `E1`. -/
structure IsolatedGround (H : V →ₗ[ℂ] V) (u : V) (E0 E1 : ℝ) : Prop where
  hermitian : H.IsSymmetric
  unit : inner ℂ u u = (1 : ℂ)
  ground : H u = (E0 : ℂ) • u
  simple : ∀ x, H x = (E0 : ℂ) • x → ∃ c : ℂ, x = c • u
  gap : E0 < E1
  excited : ∃ v, v ≠ 0 ∧ H v = (E1 : ℂ) • v
  next : ∀ (E : ℝ) (x : V), x ≠ 0 → H x = (E : ℂ) • x → E = E0 ∨ E1 ≤ E
```

The penalised operator is given by its action on a vector, and the two remaining fields verify linearity.

```lean
/-- The penalised Hamiltonian `H + m uu*`, acting as `x ↦ H x + m ⟨u, x⟩ u`. -/
def penalized (H : V →ₗ[ℂ] V) (u : V) (m : ℝ) : V →ₗ[ℂ] V where
  toFun x := H x + ((m : ℂ) * inner ℂ u x) • u
  map_add' x y := by
    rw [map_add, inner_add_right]
    module
  map_smul' c x := by
    simp only [map_smul, inner_smul_right, RingHom.id_apply]
    module
```

The definition of a lowest eigenvector compares real eigenvalues only. This loses nothing here, because \(H_m\) is Hermitian for real \(m\).

```lean
/-- A nonzero eigenvector of `A` whose real eigenvalue is at most every real eigenvalue
of `A`. -/
def IsLowestEigenvector (A : V →ₗ[ℂ] V) (x : V) : Prop :=
  x ≠ 0 ∧ ∃ E : ℝ, A x = (E : ℂ) • x ∧
    ∀ (F : ℝ) (y : V), y ≠ 0 → A y = (F : ℂ) • y → E ≤ F
```

## Eigenvalues of the penalised operator

The first lemma is equation (1). Its auxiliary statement `hs` moves `H` to the left side of the inner product and uses that \(E_0\) is real.

```lean
variable {H : V →ₗ[ℂ] V} {u : V} {E0 E1 : ℝ}

/-- The penalised Hamiltonian multiplies the overlap of any state with the ground
vector `u` by `E0 + m`. -/
theorem inner_penalized (h : IsolatedGround H u E0 E1) (m : ℝ) (x : V) :
    inner ℂ u (penalized H u m x) = ((E0 + m : ℝ) : ℂ) * inner ℂ u x := by
  have hs : inner ℂ u (H x) = (E0 : ℂ) * inner ℂ u x := by
    rw [← h.hermitian u x, h.ground, inner_smul_left, Complex.conj_ofReal]
  change inner ℂ u (H x + ((m : ℂ) * inner ℂ u x) • u) = _
  rw [inner_add_right, inner_smul_right, h.unit, hs]
  push_cast
  ring
```

The next lemma records the known eigenvectors: \(u\) moves to \(E_0+m\), while solutions at \(E_1\) are orthogonal to \(u\) and stay where they are. For the orthogonality, a nonzero overlap is cancelled from \(E_0\langle u,w\rangle=E_1\langle u,w\rangle\), which contradicts the gap.

```lean
/-- The penalty shifts the level of `u` to `E0 + m`; every solution of the eigenvalue
equation of `H` at `E1` is orthogonal to `u` and keeps the level `E1`. -/
theorem penalized_levels (h : IsolatedGround H u E0 E1) (m : ℝ) :
    penalized H u m u = ((E0 + m : ℝ) : ℂ) • u ∧
    ∀ w, H w = (E1 : ℂ) • w →
      inner ℂ u w = (0 : ℂ) ∧ penalized H u m w = (E1 : ℂ) • w := by
  refine ⟨?_, fun w hw => ?_⟩
  · change H u + ((m : ℂ) * inner ℂ u u) • u = _
    rw [h.ground, h.unit]
    push_cast
    module
  · -- eigenvectors of a Hermitian operator at different levels are orthogonal
    have h0 : inner ℂ u w = (0 : ℂ) := by
      by_contra hn
      have e := h.hermitian u w
      rw [h.ground, hw, inner_smul_left, inner_smul_right, Complex.conj_ofReal] at e
      have e' : E0 = E1 := Complex.ofReal_injective (mul_right_cancel₀ hn e)
      linarith [h.gap]
    refine ⟨h0, ?_⟩
    change H w + ((m : ℂ) * inner ℂ u w) • u = _
    rw [h0, hw, mul_zero, zero_smul, add_zero]
```

`excited_le` is the bound \(F\ge E_1\) for eigenvectors of `H` orthogonal to \(u\). The case split on `h.next` leaves \(F=E_0\) to be excluded, which `h.simple` does.

```lean
/-- An eigenvector of `H` orthogonal to the ground vector has energy at least `E1`. -/
theorem excited_le (h : IsolatedGround H u E0 E1) {F : ℝ} {y : V} (hy : y ≠ 0)
    (ho : inner ℂ u y = (0 : ℂ)) (hH : H y = (F : ℂ) • y) : E1 ≤ F := by
  rcases h.next F y hy hH with hE | hE
  · obtain ⟨c, hc⟩ := h.simple y (by rw [hH, hE])
    rw [hc, inner_smul_right, h.unit, mul_one] at ho
    exact (hy (by rw [hc, ho, zero_smul])).elim
  · exact hE
```

`residual_eigen` proves that \(r\) is orthogonal to \(u\) and satisfies (2). The final `linear_combination` adds the eigenvalue equation `hx` to the identity \(Fc\,u=(E_0+m)c\,u\), called `ho'`.

```lean
/-- Removing the ground component from an eigenvector of the penalised Hamiltonian leaves
a vector orthogonal to `u` that solves the eigenvalue equation of `H` at the same energy. -/
theorem residual_eigen (h : IsolatedGround H u E0 E1) {m F : ℝ} {x : V}
    (hx : penalized H u m x = (F : ℂ) • x) :
    inner ℂ u (x - (inner ℂ u x : ℂ) • u) = (0 : ℂ) ∧
    H (x - (inner ℂ u x : ℂ) • u) = (F : ℂ) • (x - (inner ℂ u x : ℂ) • u) := by
  have ho := inner_penalized h m x
  rw [hx, inner_smul_right] at ho
  constructor
  · rw [inner_sub_right, inner_smul_right, h.unit, mul_one, sub_self]
  · have ho' : ((F : ℂ) * inner ℂ u x) • u
        = (((E0 + m : ℝ) : ℂ) * inner ℂ u x) • u := by rw [ho]
    push_cast at ho'
    change H x + ((m : ℂ) * inner ℂ u x) • u = _ at hx
    rw [map_sub, map_smul, h.ground]
    linear_combination (norm := module) hx + ho'
```

The restriction on the eigenvalues follows by asking whether the overlap vanishes.

```lean
/-- An eigenvector of the penalised Hamiltonian has energy `E0 + m`, or it is orthogonal
to `u` and has energy at least `E1`. -/
theorem level_cases (h : IsolatedGround H u E0 E1) {m F : ℝ} {y : V} (hy : y ≠ 0)
    (hF : penalized H u m y = (F : ℂ) • y) :
    F = E0 + m ∨ (inner ℂ u y = (0 : ℂ) ∧ E1 ≤ F) := by
  by_cases h0 : inner ℂ u y = (0 : ℂ)
  · have hr := (residual_eigen h hF).2
    rw [h0, zero_smul, sub_zero] at hr
    exact Or.inr ⟨h0, excited_le h hy h0 hr⟩
  · have ho := inner_penalized h m y
    rw [hF, inner_smul_right] at ho
    exact Or.inl (Complex.ofReal_injective (mul_right_cancel₀ h0 ho))
```

## Lowest eigenvectors on either side of the threshold

Above threshold, the forward direction compares the unknown lowest eigenvalue `E` with \(E_1\), which is attained by the vector `v`. This gives \(E\le E_1\) and excludes \(E=E_0+m\). The remaining alternative supplies \(E_1\le E\), and `le_antisymm` yields equality.

```lean
/-- Above threshold, `m > E1 - E0`, the lowest eigenvectors of the penalised Hamiltonian
are exactly the eigenvectors of `H` at the next level `E1`. -/
theorem lowest_iff_of_strong (h : IsolatedGround H u E0 E1) {m : ℝ}
    (hm : E1 - E0 < m) (x : V) :
    IsLowestEigenvector (penalized H u m) x ↔ x ≠ 0 ∧ H x = (E1 : ℂ) • x := by
  constructor
  · rintro ⟨hx, E, hE, hmin⟩
    obtain ⟨v, hv, hHv⟩ := h.excited
    have h1 := hmin E1 v hv ((penalized_levels h m).2 v hHv).2
    rcases level_cases h hx hE with h2 | ⟨h0, h2⟩
    · exfalso
      linarith
    · have hr := (residual_eigen h hE).2
      rw [h0, zero_smul, sub_zero, le_antisymm h1 h2] at hr
      exact ⟨hx, hr⟩
  · rintro ⟨hx, hH⟩
    refine ⟨hx, E1, ((penalized_levels h m).2 x hH).2, fun F y hy hF => ?_⟩
    rcases level_cases h hy hF with h2 | ⟨_, h2⟩ <;> linarith
```

Below threshold, the comparison vector is \(u\), so \(E\le E_0+m\). If \(x\) differed from \(\langle u,x\rangle u\), `excited_le` applied to the remainder would give \(E\ge E_1\), a contradiction. This case includes zero and negative \(m\).

```lean
/-- Below threshold, `m < E1 - E0`, the lowest eigenvectors of the penalised Hamiltonian
are exactly the nonzero multiples of the ground vector `u`. -/
theorem lowest_iff_of_weak (h : IsolatedGround H u E0 E1) {m : ℝ}
    (hm : m < E1 - E0) (x : V) :
    IsLowestEigenvector (penalized H u m) x ↔ x ≠ 0 ∧ ∃ c : ℂ, x = c • u := by
  constructor
  · rintro ⟨hx, E, hE, hmin⟩
    have hu : u ≠ 0 := by
      intro h0
      have h1 := h.unit
      rw [h0, inner_zero_left] at h1
      exact zero_ne_one h1
    have h1 := hmin (E0 + m) u hu (penalized_levels h m).1
    obtain ⟨ho, hr⟩ := residual_eigen h hE
    refine ⟨hx, inner ℂ u x, ?_⟩
    -- a nonzero remainder would cost at least `E1`
    by_contra hn
    have h2 := excited_le h (sub_ne_zero.mpr hn) ho hr
    linarith
  · rintro ⟨hx, c, rfl⟩
    refine ⟨hx, E0 + m, ?_, fun F y hy hF => ?_⟩
    · rw [map_smul, (penalized_levels h m).1]
      exact smul_comm _ _ _
    · rcases level_cases h hy hF with h2 | ⟨_, h2⟩ <;> linarith
```

At threshold, the remainder solves the eigenvalue equation at \(E_1\) but may be zero. The statement accordingly requires only \(Hw=E_1w\) for the second term and \(x\neq0\) for the sum.

```lean
/-- At threshold, `m = E1 - E0`, the lowest eigenvectors are exactly the nonzero sums of a
multiple of `u` and a solution of the eigenvalue equation of `H` at `E1`. -/
theorem lowest_iff_of_critical (h : IsolatedGround H u E0 E1) {m : ℝ}
    (hm : m = E1 - E0) (x : V) :
    IsLowestEigenvector (penalized H u m) x ↔
      x ≠ 0 ∧ ∃ (c : ℂ) (w : V), H w = (E1 : ℂ) • w ∧ x = c • u + w := by
  have hm' : E0 + m = E1 := by linarith
  constructor
  · rintro ⟨hx, E, hE, hmin⟩
    obtain ⟨v, hv, hHv⟩ := h.excited
    have h1 := hmin E1 v hv ((penalized_levels h m).2 v hHv).2
    have h2 : E1 ≤ E := by
      rcases level_cases h hx hE with h2 | ⟨_, h2⟩ <;> linarith
    have hr := (residual_eigen h hE).2
    rw [le_antisymm h1 h2] at hr
    exact ⟨hx, inner ℂ u x, x - (inner ℂ u x : ℂ) • u, hr, by module⟩
  · rintro ⟨hx, c, w, hw, rfl⟩
    refine ⟨hx, E1, ?_, fun F y hy hF => ?_⟩
    · rw [map_add, map_smul, (penalized_levels h m).1,
        ((penalized_levels h m).2 w hw).2, hm']
      module
    · rcases level_cases h hy hF with h2 | ⟨_, h2⟩ <;> linarith
```

The main theorem combines these facts. For the forward direction, suppose \(m\le E_1-E_0\). Then `hl` shows that \(u\) is a lowest eigenvector, and the assumed orthogonality would give \(\langle u,u\rangle=0\). The reverse direction uses the description above threshold together with the orthogonality of \(E_1\) eigenvectors to \(u\).

```lean
/-- All lowest eigenvectors of `H + m uu*` are orthogonal to the ground vector `u` if and
only if the penalty `m` exceeds the gap `E1 - E0`. -/
theorem orthogonal_iff_gap_lt (h : IsolatedGround H u E0 E1) (m : ℝ) :
    (∀ x, IsLowestEigenvector (penalized H u m) x → inner ℂ u x = (0 : ℂ)) ↔
      E1 - E0 < m := by
  constructor
  · intro hall
    by_contra hm
    have hm' := not_lt.mp hm
    have hu : u ≠ 0 := by
      intro h0
      have h1 := h.unit
      rw [h0, inner_zero_left] at h1
      exact zero_ne_one h1
    -- with too weak a penalty the ground vector itself is still lowest
    have hl : IsLowestEigenvector (penalized H u m) u := by
      refine ⟨hu, E0 + m, (penalized_levels h m).1, fun F y hy hF => ?_⟩
      rcases level_cases h hy hF with h2 | ⟨_, h2⟩ <;> linarith
    have h1 := hall u hl
    rw [h.unit] at h1
    exact one_ne_zero h1
  · intro hm x hx
    exact ((penalized_levels h m).2 x ((lowest_iff_of_strong h hm x).1 hx).2).1
```

## A two-level Hamiltonian

The diagonal Hamiltonian with energies \(a\) and \(b\) is the smallest example, since a next eigenvalue needs a second dimension.

```lean
/-- The two-level Hamiltonian with energies `a` and `b` on the two basis states. -/
def twoLevel (a b : ℝ) : EuclideanSpace ℂ (Fin 2) →ₗ[ℂ] EuclideanSpace ℂ (Fin 2) where
  toFun x := !₂[(a : ℂ) * x 0, (b : ℂ) * x 1]
  map_add' x y := by
    ext i
    fin_cases i <;> simp [mul_add]
  map_smul' c x := by
    ext i
    fin_cases i <;> simp [mul_left_comm]
```

For every \(a<b\) it satisfies all the assumptions, with \(u=(1,0)\), \(E_0=a\) and \(E_1=b\). The proofs of `simple` and `next` read the eigenvalue equation component by component and cancel a nonzero component. In this example the penalty changes the energies to \(a+m\) and \(b\), so the level order reverses at \(m=b-a\).

```lean
/-- For `a < b` the two-level Hamiltonian has the simple lowest eigenvalue `a`, with the
first basis state as eigenvector, and next eigenvalue `b`. -/
theorem isolatedGround_witness {a b : ℝ} (hab : a < b) :
    IsolatedGround (twoLevel a b) !₂[(1 : ℂ), 0] a b where
  hermitian := by
    intro x y
    simp [twoLevel, PiLp.inner_apply, Fin.sum_univ_two]
    ring
  unit := by
    rw [PiLp.inner_apply, Fin.sum_univ_two]
    simp
  ground := by
    ext i
    fin_cases i <;> simp [twoLevel]
  simple := by
    intro x hx
    have e : (b : ℂ) * x 1 = (a : ℂ) * x 1 :=
      congrArg (fun z : EuclideanSpace ℂ (Fin 2) => z 1) hx
    have h1 : x 1 = 0 := by
      by_contra hn
      exact hab.ne' (Complex.ofReal_injective (mul_right_cancel₀ hn e))
    refine ⟨x 0, ?_⟩
    ext i
    fin_cases i <;> simp [h1]
  gap := hab
  excited := by
    refine ⟨!₂[(0 : ℂ), 1], ?_, ?_⟩
    · intro h0
      have h1 : (1 : ℂ) = 0 := congrArg (fun z : EuclideanSpace ℂ (Fin 2) => z 1) h0
      exact one_ne_zero h1
    · ext i
      fin_cases i <;> simp [twoLevel]
  next := by
    intro E x hx hE
    have e0 : (a : ℂ) * x 0 = (E : ℂ) * x 0 :=
      congrArg (fun z : EuclideanSpace ℂ (Fin 2) => z 0) hE
    have e1 : (b : ℂ) * x 1 = (E : ℂ) * x 1 :=
      congrArg (fun z : EuclideanSpace ℂ (Fin 2) => z 1) hE
    by_cases h1 : x 1 = 0
    · have h0 : x 0 ≠ 0 := by
        intro h0
        apply hx
        ext i
        fin_cases i <;> simp [h0, h1]
      exact Or.inl (Complex.ofReal_injective (mul_right_cancel₀ h0 e0)).symm
    · exact Or.inr (Complex.ofReal_injective (mul_right_cancel₀ h1 e1)).le

end

end PenaltyCollapse
```

```lean
#print axioms PenaltyCollapse.lowest_iff_of_weak
#print axioms PenaltyCollapse.lowest_iff_of_critical
#print axioms PenaltyCollapse.orthogonal_iff_gap_lt
```

```
'PenaltyCollapse.lowest_iff_of_weak' depends on axioms: [propext, Classical.choice, Quot.sound]
'PenaltyCollapse.lowest_iff_of_critical' depends on axioms: [propext, Classical.choice, Quot.sound]
'PenaltyCollapse.orthogonal_iff_gap_lt' depends on axioms: [propext, Classical.choice, Quot.sound]
```
